# A hydrogenic 1s electron has a nonzero shake-up probability after any sudden change between positive effective charges

To estimate the satellites of a photoelectron line, I keep the orbital of an electron left behind fixed at the moment of ejection and project it onto the orbitals of the ion. For a 1s electron whose effective charge jumps from a to Z, with a, Z > 0, the amplitude for staying in 1s is

S = ∫₀^∞ 4(aZ)^(3/2) r² exp(−(a+Z)r) dr = 8(aZ)^(3/2)/(a+Z)³.

I then give the main line the weight S² and put the remainder, 1 − S², into shake-up and shake-off. This relies on S² ≤ 1, with equality only for a = Z, so that any change of charge forces some shaking. Can this be proved rigorously and checked by machine, including the word "forces"?

## The squared overlap is the cube of 4aZ/(a+Z)²

Yes, for one electron in hydrogenic orbitals, with the sudden approximation taken as given. "Forces" can be stated in two ways: the old orbital has a part outside the new 1s orbital, and its probability of being found in the new 2s orbital is positive.

In atomic units, the radial orbitals for charge Z are

1s: R_Z(r) = 2Z^(3/2) exp(−Zr)

2s: Q_Z(r) = (Z^(3/2)/√2)(1 − Zr/2) exp(−Zr/2).

Overlaps are taken over r > 0 with weight r². Every integral needed comes from the moments

∫₀^∞ rⁿ exp(−br) dr = n!/b^(n+1), for b > 0 and n = 0, 1, 2, ….

With n = 2 and b = a + Z,

S = 4(aZ)^(3/2) · 2/(a+Z)³ = 8(aZ)^(3/2)/(a+Z)³.

For a = Z this is 8Z³/(2Z)³ = 1, so the 1s orbital is normalised. So is the 2s orbital:

∫₀^∞ Q_Z² r² dr = (Z³/2)(2/Z³ − Z·6/Z⁴ + (Z²/4)·24/Z⁵) = (1/2)(2 − 6 + 6) = 1.

Squaring S gives

S² = 64(aZ)³/(a+Z)⁶ = q³, where q = 4aZ/(a+Z)².

The number q is positive, and

(a+Z)² − 4aZ = (a−Z)² ≥ 0,

so q ≤ 1 and therefore S² ≤ 1. Since q is nonnegative, q³ = 1 only if q = 1, which means (a−Z)² = 0, or a = Z.

Now subtract from the old orbital its projection on the new 1s orbital. Because both are normalised, the remainder R_a − S R_Z has squared norm

1 − 2S·S + S²·1 = 1 − S²,

which is positive when a ≠ Z.

For the 2s amplitude T, put b = a + Z/2. Then

T = √2 (aZ)^(3/2) ∫₀^∞ (r² − Zr³/2) exp(−br) dr

= √2 (aZ)^(3/2) (2/b³ − 3Z/b⁴)

= √2 (aZ)^(3/2) (2b − 3Z)/b⁴.

Since 2b − 3Z = 2(a − Z), this becomes

T = 4(aZ)^(3/2)(a−Z)/(√2 (a+Z/2)⁴).

It vanishes only at a = Z, so T² > 0 whenever a ≠ Z.

For a small change, a = Z(1+ε) with ε → 0, expanding these formulas gives 1 − S² ≈ 3ε²/4 and T² ≈ (2048/6561)ε². The loss from 1s is thus quadratic in the relative change of charge, and about 42 % of it goes to 2s in this limit.

## The orbitals and overlaps in Lean

```lean
import Mathlib

open MeasureTheory Set

namespace SuddenChargeChange

noncomputable section

/-- The hydrogenic 1s radial orbital for effective charge `Z > 0`, in atomic units. -/
def radial1s (Z r : ℝ) : ℝ := 2 * Z ^ (3 / 2 : ℝ) * Real.exp (-(Z * r))

/-- The hydrogenic 2s radial orbital for effective charge `Z > 0`, in atomic units. -/
def radial2s (Z r : ℝ) : ℝ :=
  Z ^ (3 / 2 : ℝ) / √2 * (1 - Z * r / 2) * Real.exp (-(Z * r / 2))

/-- The overlap of two real radial functions, with the radial weight `r ^ 2`. -/
def radialOverlap (f g : ℝ → ℝ) : ℝ := ∫ r in Ioi (0 : ℝ), f r * g r * r ^ 2

/-- The moments of a decaying exponential on the half-line, for decay rate `b > 0`. -/
theorem integral_pow_mul_exp (n : ℕ) {b : ℝ} (hb : 0 < b) :
    ∫ r in Ioi (0 : ℝ), r ^ n * Real.exp (-(b * r)) = (n.factorial : ℝ) / b ^ (n + 1) := by
  have h := Real.integral_rpow_mul_exp_neg_mul_Ioi (a := (n : ℝ) + 1) (r := b)
    (by positivity) hb
  have e : (1 / b) ^ ((n : ℝ) + 1) = 1 / b ^ (n + 1) := by
    rw [← Nat.cast_succ, Real.rpow_natCast, one_div_pow]
  rw [Real.Gamma_nat_eq_factorial, e] at h
  simp only [add_sub_cancel_right, Real.rpow_natCast] at h
  rw [h]
  ring

/-- The integral of a polynomial with terms of degree 2, 3 and 4 times an exponential
of decay rate `b > 0`. -/
theorem integral_poly_mul_exp (c d e : ℝ) {b : ℝ} (hb : 0 < b) :
    ∫ r in Ioi (0 : ℝ), (c * r ^ 2 + d * r ^ 3 + e * r ^ 4) * Real.exp (-(b * r))
      = 2 * c / b ^ 3 + 6 * d / b ^ 4 + 24 * e / b ^ 5 := by
  -- a nonzero value of the integral certifies integrability
  have i (n : ℕ) : Integrable (fun r : ℝ => r ^ n * Real.exp (-(b * r)))
      (volume.restrict (Ioi 0)) := by
    by_contra h
    have h0 := integral_undef h
    rw [integral_pow_mul_exp n hb] at h0
    have : (0 : ℝ) < (n.factorial : ℝ) / b ^ (n + 1) := by positivity
    linarith
  have h1 : Integrable (fun r : ℝ => c * (r ^ 2 * Real.exp (-(b * r)))
      + d * (r ^ 3 * Real.exp (-(b * r)))) (volume.restrict (Ioi 0)) :=
    ((i 2).const_mul c).add ((i 3).const_mul d)
  have h (r : ℝ) : (c * r ^ 2 + d * r ^ 3 + e * r ^ 4) * Real.exp (-(b * r))
      = c * (r ^ 2 * Real.exp (-(b * r))) + d * (r ^ 3 * Real.exp (-(b * r)))
        + e * (r ^ 4 * Real.exp (-(b * r))) := by ring
  simp only [h]
  rw [integral_add h1 ((i 4).const_mul e),
    integral_add ((i 2).const_mul c) ((i 3).const_mul d),
    integral_const_mul, integral_const_mul, integral_const_mul,
    integral_pow_mul_exp 2 hb, integral_pow_mul_exp 3 hb, integral_pow_mul_exp 4 hb]
  have f2 : ((Nat.factorial 2 : ℕ) : ℝ) = 2 := by norm_num [Nat.factorial]
  have f3 : ((Nat.factorial 3 : ℕ) : ℝ) = 6 := by norm_num [Nat.factorial]
  have f4 : ((Nat.factorial 4 : ℕ) : ℝ) = 24 := by norm_num [Nat.factorial]
  rw [f2, f3, f4]
  ring

/-- The square of `x ^ (3/2)` is `x ^ 3` for `x ≥ 0`. -/
theorem rpow_three_halves_sq {x : ℝ} (hx : 0 ≤ x) : (x ^ (3 / 2 : ℝ)) ^ 2 = x ^ 3 := by
  rw [← Real.rpow_natCast, ← Real.rpow_mul hx]
  norm_num

/-- The overlap of the 1s orbitals with effective charges `a, Z > 0`. -/
theorem overlap_1s {a Z : ℝ} (ha : 0 < a) (hZ : 0 < Z) :
    radialOverlap (radial1s a) (radial1s Z)
      = 8 * (a * Z) ^ (3 / 2 : ℝ) / (a + Z) ^ 3 := by
  have h (r : ℝ) : radial1s a r * radial1s Z r * r ^ 2
      = (4 * (a * Z) ^ (3 / 2 : ℝ) * r ^ 2 + 0 * r ^ 3 + 0 * r ^ 4)
        * Real.exp (-((a + Z) * r)) := by
    rw [Real.mul_rpow ha.le hZ.le, show -((a + Z) * r) = -(a * r) + -(Z * r) by ring,
      Real.exp_add]
    unfold radial1s
    ring
  simp only [radialOverlap, h]
  rw [integral_poly_mul_exp _ _ _ (add_pos ha hZ)]
  ring

/-- The 1s and 2s radial orbitals are normalised for every effective charge `Z > 0`. -/
theorem orbitals_normalised {Z : ℝ} (hZ : 0 < Z) :
    radialOverlap (radial1s Z) (radial1s Z) = 1 ∧
      radialOverlap (radial2s Z) (radial2s Z) = 1 := by
  constructor
  · rw [overlap_1s hZ hZ, Real.mul_rpow hZ.le hZ.le, ← sq, rpow_three_halves_sq hZ.le,
      div_eq_one_iff_eq (by positivity)]
    ring
  · have h (r : ℝ) : radial2s Z r * radial2s Z r * r ^ 2
        = (Z ^ 3 / 2 * r ^ 2 + -(Z ^ 4 / 2) * r ^ 3 + Z ^ 5 / 8 * r ^ 4)
          * Real.exp (-(Z * r)) := by
      calc _ = (Z ^ (3 / 2 : ℝ)) ^ 2 / (√2) ^ 2 * (1 - Z * r / 2) ^ 2 * r ^ 2
            * (Real.exp (-(Z * r / 2)) * Real.exp (-(Z * r / 2))) := by
            unfold radial2s
            ring
        _ = _ := by
            rw [rpow_three_halves_sq hZ.le, Real.sq_sqrt (by norm_num), ← Real.exp_add,
              show -(Z * r / 2) + -(Z * r / 2) = -(Z * r) by ring]
            ring
    simp only [radialOverlap, h]
    rw [integral_poly_mul_exp _ _ _ hZ]
    field_simp
    norm_num

/-- For `a, Z > 0` the squared 1s overlap is at most one, and it equals one exactly when
the two effective charges agree. -/
theorem overlap_sq_le_one {a Z : ℝ} (ha : 0 < a) (hZ : 0 < Z) :
    radialOverlap (radial1s a) (radial1s Z) ^ 2 ≤ 1 ∧
      (radialOverlap (radial1s a) (radial1s Z) ^ 2 = 1 ↔ a = Z) := by
  have key (s p : ℝ) (h : p ^ 2 = (a * Z) ^ 3) :
      (8 * p / s ^ 3) ^ 2 = (4 * (a * Z) / s ^ 2) ^ 3 := by
    calc _ = 64 * p ^ 2 / s ^ 6 := by ring
      _ = _ := by rw [h]; ring
  -- the squared overlap is the cube of the squared ratio of geometric to arithmetic mean
  rw [overlap_1s ha hZ, key _ _ (rpow_three_halves_sq (mul_pos ha hZ).le)]
  have hs : 0 < (a + Z) ^ 2 := by positivity
  have h0 : 0 ≤ 4 * (a * Z) / (a + Z) ^ 2 := by positivity
  refine ⟨pow_le_one₀ h0 ?_, ?_⟩
  · rw [div_le_one hs]
    nlinarith [sq_nonneg (a - Z)]
  · rw [pow_eq_one_iff_of_nonneg h0 (by norm_num), div_eq_one_iff_eq hs.ne']
    constructor
    · intro h
      have h2 : (a - Z) ^ 2 = 0 := by linear_combination -h
      exact sub_eq_zero.mp (pow_eq_zero_iff (by norm_num) |>.mp h2)
    · rintro rfl
      ring

/-- For `a, Z > 0`, removing from the old 1s orbital its projection on the new one leaves
a function whose squared norm is one minus the squared overlap. -/
theorem residual_norm {a Z : ℝ} (ha : 0 < a) (hZ : 0 < Z) :
    radialOverlap
      (fun r => radial1s a r - radialOverlap (radial1s a) (radial1s Z) * radial1s Z r)
      (fun r => radial1s a r - radialOverlap (radial1s a) (radial1s Z) * radial1s Z r)
      = 1 - radialOverlap (radial1s a) (radial1s Z) ^ 2 := by
  have i {x y : ℝ} (hx : 0 < x) (hy : 0 < y) :
      Integrable (fun r => radial1s x r * radial1s y r * r ^ 2)
        (volume.restrict (Ioi 0)) := by
    by_contra h
    have h0 : radialOverlap (radial1s x) (radial1s y) = 0 := integral_undef h
    rw [overlap_1s hx hy] at h0
    have : 0 < 8 * (x * y) ^ (3 / 2 : ℝ) / (x + y) ^ 3 := by positivity
    linarith
  -- expand the square for an arbitrary coefficient `c`
  have key (c : ℝ) : radialOverlap (fun r => radial1s a r - c * radial1s Z r)
      (fun r => radial1s a r - c * radial1s Z r)
      = radialOverlap (radial1s a) (radial1s a)
        + (-2 * c) * radialOverlap (radial1s a) (radial1s Z)
        + c ^ 2 * radialOverlap (radial1s Z) (radial1s Z) := by
    have h (r : ℝ) : (radial1s a r - c * radial1s Z r) * (radial1s a r - c * radial1s Z r)
        * r ^ 2 = radial1s a r * radial1s a r * r ^ 2
          + (-2 * c) * (radial1s a r * radial1s Z r * r ^ 2)
          + c ^ 2 * (radial1s Z r * radial1s Z r * r ^ 2) := by ring
    have h1 : Integrable (fun r => radial1s a r * radial1s a r * r ^ 2
        + (-2 * c) * (radial1s a r * radial1s Z r * r ^ 2)) (volume.restrict (Ioi 0)) :=
      (i ha ha).add ((i ha hZ).const_mul (-2 * c))
    simp only [radialOverlap, h]
    rw [integral_add h1 ((i hZ hZ).const_mul (c ^ 2)),
      integral_add (i ha ha) ((i ha hZ).const_mul (-2 * c)),
      integral_const_mul, integral_const_mul]
  rw [key, (orbitals_normalised ha).1, (orbitals_normalised hZ).1]
  ring

/-- The overlap of the 1s orbital of charge `a > 0` with the 2s orbital of charge `Z > 0`. -/
theorem overlap_1s_2s {a Z : ℝ} (ha : 0 < a) (hZ : 0 < Z) :
    radialOverlap (radial1s a) (radial2s Z)
      = 4 * (a * Z) ^ (3 / 2 : ℝ) * (a - Z) / (√2 * (a + Z / 2) ^ 4) := by
  have h (r : ℝ) : radial1s a r * radial2s Z r * r ^ 2
      = (2 * (a * Z) ^ (3 / 2 : ℝ) / √2 * r ^ 2
          + -((a * Z) ^ (3 / 2 : ℝ) * Z / √2) * r ^ 3 + 0 * r ^ 4)
        * Real.exp (-((a + Z / 2) * r)) := by
    rw [Real.mul_rpow ha.le hZ.le,
      show -((a + Z / 2) * r) = -(a * r) + -(Z * r / 2) by ring, Real.exp_add]
    unfold radial1s radial2s
    ring
  have hb : 0 < a + Z / 2 := by positivity
  simp only [radialOverlap, h]
  rw [integral_poly_mul_exp _ _ _ hb]
  generalize (a * Z) ^ (3 / 2 : ℝ) = p
  have hs : √2 ≠ 0 := by positivity
  field_simp
  ring

/-- If the effective charge changes suddenly from `a > 0` to `Z > 0` with `a ≠ Z`, the old
1s orbital has a nonzero part outside the new 1s orbital, and a positive probability of
being found in the new 2s orbital. -/
theorem sudden_change_forces_shake {a Z : ℝ} (ha : 0 < a) (hZ : 0 < Z) (hne : a ≠ Z) :
    0 < radialOverlap
      (fun r => radial1s a r - radialOverlap (radial1s a) (radial1s Z) * radial1s Z r)
      (fun r => radial1s a r - radialOverlap (radial1s a) (radial1s Z) * radial1s Z r) ∧
    0 < radialOverlap (radial1s a) (radial2s Z) ^ 2 := by
  constructor
  · rw [residual_norm ha hZ]
    obtain ⟨hle, heq⟩ := overlap_sq_le_one ha hZ
    exact sub_pos.mpr (lt_of_le_of_ne hle (fun h => hne (heq.mp h)))
  · have hp : (a * Z) ^ (3 / 2 : ℝ) ≠ 0 := (Real.rpow_pos_of_pos (mul_pos ha hZ) _).ne'
    have hd : √2 * (a + Z / 2) ^ 4 ≠ 0 := by positivity
    rw [overlap_1s_2s ha hZ]
    exact pow_pos_of_ne_zero_sq
      (div_ne_zero (mul_ne_zero (mul_ne_zero (by norm_num) hp) (sub_ne_zero.mpr hne)) hd)
where
  /-- The square of a nonzero real amplitude is positive. -/
  pow_pos_of_ne_zero_sq {x : ℝ} (hx : x ≠ 0) : 0 < x ^ 2 := by positivity

end

end SuddenChargeChange
```

```lean
#print axioms SuddenChargeChange.sudden_change_forces_shake
```

```
'SuddenChargeChange.sudden_change_forces_shake' depends on axioms: [propext, Classical.choice, Quot.sound]
```

`radial1s Z r` and `radial2s Z r` are R_Z(r) and Q_Z(r), written as explicit real functions. Their charge argument can be any real number; the theorems restrict it through hypotheses such as `0 < a` and `0 < Z`. The charges need not be integers, as suits a screened effective charge. Lengths are in bohr.

`radialOverlap f g` is the Lebesgue integral of f(r) g(r) r² over `Ioi 0`, the open half-line r > 0. No complex conjugate is needed because the orbitals are real. The angular factor is the same for all s orbitals and its square integrates to one over the sphere, so these radial overlaps are the full one-electron overlaps.

The statements then read as follows:

- `overlap_1s` gives the closed form of S.
- `orbitals_normalised` says that the 1s and 2s orbitals have norm one for every Z > 0.
- `overlap_sq_le_one` says that S² ≤ 1, and that S² = 1 if and only if a = Z.
- `residual_norm` says that the squared norm of R_a − S R_Z is 1 − S².
- `overlap_1s_2s` gives the closed form of T.
- `sudden_change_forces_shake` adds the hypothesis `a ≠ Z` and concludes that both the squared norm of the remainder and T² are positive.

The physics enters through the reading of these numbers. The sudden approximation says that the charge changes too fast for the orbital to respond, so the old orbital is the initial state for the new Hamiltonian; the Born rule then turns squared overlaps into probabilities. The orbitals are given by formula and are not derived from a Schrödinger equation. To read 1 − S² as the total probability of shake-up plus shake-off, one also needs the completeness of the new bound and continuum states, which is standard theory but is not developed here. The positive 2s probability needs no such sum over states, but it says nothing about shake-off by itself.

For electronic structure, the result supplies a closed-form reference for overlap integrals and shake probabilities in a one-electron, effective-charge model. Relaxation of several electrons, exchange and correlation are absent from it. So is the exclusion principle, which blocks shake-up into a 2s orbital that is already full.

## From exponential moments to a positive 2s probability

`integral_pow_mul_exp` obtains the moments from Mathlib's Gamma integral, taken at the argument n + 1, where the Gamma function equals n!. `integral_poly_mul_exp` combines the moments of degree 2, 3 and 4 into

∫₀^∞ (cr² + dr³ + er⁴) exp(−br) dr = 2c/b³ + 6d/b⁴ + 24e/b⁵.

Splitting an integral into a sum requires each term to be integrable. Lean assigns the value 0 to the integral of a non-integrable function, so the positive value already found for each moment shows that the moment's integrand is integrable. `residual_norm` uses the same argument for products of 1s orbitals.

The overlap theorems all follow one pattern. A local statement `h` rewrites the integrand as a polynomial times a single exponential: `Real.exp_add` merges the exponents and `ring` collects the coefficients. The polynomial formula then gives the integral. In `overlap_1s` the cubic and quartic coefficients are zero; in `overlap_1s_2s` only the quartic one is. The normalisation of 2s uses all three, together with `rpow_three_halves_sq`, which turns the square of Z^(3/2) into Z³.

In `overlap_sq_le_one`, the local statement `key` is the identity S² = q³. The bound q ≤ 1 is reduced to 4aZ ≤ (a+Z)², which `nlinarith` proves from the square `sq_nonneg (a - Z)`, and `pow_le_one₀` carries it over to the cube. For the equality case, `pow_eq_one_iff_of_nonneg` goes from q³ = 1 back to q = 1. After the denominator is cleared, `linear_combination` produces (a−Z)² = 0, and hence a = Z. The converse is direct substitution.

`residual_norm` first expands the squared norm of R_a − c R_Z for an arbitrary real coefficient c. Only then does it set c = S and use normalisation, which leaves 1 − 2S² + S².

The last theorem joins the two lines of argument. For the remainder, S² ≤ 1 and S² ≠ 1 give 1 − S² > 0. For 2s, the closed form of T is a quotient in which every factor is nonzero, with a − Z nonzero by hypothesis, so T ≠ 0 and its square is positive.
